# Biorthogonal projection of a stable RPA problem preserves lower bounds on the squared frequencies

Visible or ultraviolet light absorbed by a molecule can cause electronic excitations. In the random-phase approximation (RPA), and in linear-response TDDFT and the Bethe-Salpeter equation (BSE) in the same matrix form, their frequencies follow from matrices whose dimension is the number of occupied-virtual orbital pairs. This is often too large for full diagonalisation, so the equations are projected on a few trial vectors. Can the projected problem produce a frequency below all those of the full one?

For real orbitals, let $A$ and $B$ be the response matrices, $X$ and $Y$ the excitation and de-excitation amplitudes, and $\omega$ the frequency, with $\hbar=1$. Write $M=A+B$ and $K=A-B$. The response equations are

$$M(X+Y)=\omega(X-Y),\qquad K(X-Y)=\omega(X+Y),$$

so $KM$ has the eigenvalue $\omega^2$. We assume that $M$ and $K$ are positive definite: the reference state is stable, to second order, against real and imaginary orbital rotations. The columns of $P$ expand $X+Y$, those of $Q$ expand $X-Y$, and the two sets are biorthogonal, $P^TQ=1$. For a single pair of vectors this is the usual RPA normalisation $X^TX-Y^TY=1$.

## The full and projected response products

The index types `n` and `k` are finite and label orbital pairs and trial vectors. All matrices are real, `*ᵥ` applies a matrix to a vector, and `⬝ᵥ` is the dot product.

```lean
import Mathlib

open Matrix

namespace BiorthogonalRPA

noncomputable section

variable {n k : Type*} [Fintype n] [DecidableEq n] [Fintype k] [DecidableEq k]
```

The number $w_0$ stands for a known lower bound on the excitation frequencies. `RPAGap` says that no real eigenvalue of $KM$ lies below $w_0^2$. Despite its name, it doesn't require $w_0$ to be the gap itself, and the sign of $w_0$ is left free.

```lean
/-- Every real eigenvalue of the full response product `(A - B)(A + B)` is at least `w0 ^ 2`. -/
def RPAGap (A B : Matrix n n ℝ) (w0 : ℝ) : Prop :=
  ∀ (μ : ℝ) (x : n → ℝ), x ≠ 0 → ((A - B) * (A + B)) *ᵥ x = μ • x → w0 ^ 2 ≤ μ
```

The projected product is $(Q^TKQ)(P^TMP)$, a $k\times k$ matrix that is in general not symmetric.

```lean
/-- The response product projected on trial vectors: the columns of `Q` project `A - B`,
those of `P` project `A + B`. -/
def reduced (A B : Matrix n n ℝ) (P Q : Matrix n k ℝ) : Matrix k k ℝ :=
  (Qᵀ * (A - B) * Q) * (Pᵀ * (A + B) * P)
```

## (a) Matrix elements in the trial space

**Task.** For any trial matrix $X$ (here not the excitation amplitude), any square $S$ and coefficient vectors $x,y$, show that projection leaves matrix elements unchanged:
$$x^T(X^TSX)y=(Xx)^TS(Xy).$$

**Solution.** Since $x^TX^T=(Xx)^T$, regrouping the factors gives the right-hand side. The Lean proof is the same regrouping.

```lean
omit [DecidableEq n] [DecidableEq k] in
/-- A matrix element of a projected operator is the matrix element of the full operator
between the expanded vectors. -/
theorem projected_element (X : Matrix n k ℝ) (S : Matrix n n ℝ) (x y : k → ℝ) :
    x ⬝ᵥ (Xᵀ * S * X) *ᵥ y = (X *ᵥ x) ⬝ᵥ S *ᵥ (X *ᵥ y) := by
  rw [Matrix.mul_assoc, ← mulVec_mulVec, dotProduct_mulVec, vecMul_transpose,
    ← mulVec_mulVec]
```

## (b) A factor of a positive definite matrix

**Task.** For positive definite $K$, find a real square $C$ with
$$K=C^TC.$$

**Solution.** Let $U$ be the orthogonal matrix of eigenvectors and $D$ the diagonal matrix of eigenvalues, so $KU=UD$ and $K=UDU^T$. The eigenvalues are positive, so $D^{1/2}$ is real. With $C=D^{1/2}U^T$,
$$C^TC=UD^{1/2}D^{1/2}U^T=UDU^T=K.$$

In Lean, `hU` is the orthogonality of $U$, `hKU` the eigenvalue equation and `hd` the square of $D^{1/2}$. Mathlib's `PosDef` includes the symmetry that the eigenvector basis needs.

```lean
/-- A real positive definite matrix `K` factors as `Cᵀ C`. -/
theorem exists_factor {K : Matrix n n ℝ} (hK : K.PosDef) :
    ∃ C : Matrix n n ℝ, K = Cᵀ * C := by
  let U : Matrix n n ℝ := hK.1.eigenvectorUnitary
  let d := hK.1.eigenvalues
  have hU : Uᵀ * U = 1 := by
    have h := mem_unitaryGroup_iff'.mp hK.1.eigenvectorUnitary.2
    rwa [star_eq_conjTranspose, conjTranspose_eq_transpose_of_trivial] at h
  have hKU : K * U = U * diagonal d := by
    ext i j
    rw [mul_diagonal, mul_comm]
    exact congrFun (hK.1.mulVec_eigenvectorBasis j) i
  have hd : diagonal (fun i => √(d i)) * diagonal (fun i => √(d i)) = diagonal d := by
    rw [diagonal_mul_diagonal]
    congr 1
    funext i
    exact Real.mul_self_sqrt (hK.eigenvalues_pos i).le
  -- scale the normal coordinates by the square roots of the eigenvalues
  refine ⟨diagonal (fun i => √(d i)) * Uᵀ, ?_⟩
  rw [transpose_mul, transpose_transpose, diagonal_transpose]
  calc K = K * (U * Uᵀ) := by rw [mul_eq_one_comm.mp hU, mul_one]
    _ = U * diagonal d * Uᵀ := by rw [← mul_assoc, hKU]
    _ = _ := by rw [← hd]; simp only [mul_assoc]
```

## (c) Overlap against energies

**Task.** Show that for all vectors $u,v$
$$w_0^2(u^Tv)^2\le(u^TMu)(v^TKv).$$

**Solution.** Take $C$ from (b). It is invertible because $K$ is. The matrix $CMC^T$ is symmetric, and if $CMC^Te=se$ with $e\ne0$, then
$$KM(C^Te)=C^T(CMC^Te)=s\,C^Te,\qquad C^Te\neq0.$$
So $s$ is an eigenvalue of $KM$ and $s\ge w_0^2$. Hence $z^TCMC^Tz\ge w_0^2z^Tz$ for every $z$.

Choose $z=CK^{-1}u$, so that $C^Tz=u$. Then
$$u^TMu=z^TCMC^Tz,\qquad u^Tv=z^TCv,\qquad v^TKv=(Cv)^T(Cv).$$
By Cauchy-Schwarz,
$$w_0^2(u^Tv)^2\le w_0^2(z^Tz)\,(Cv)^T(Cv)\le(u^TMu)(v^TKv).$$

Lean subtracts $w_0^2$ first and shows in `hpsd` that $CMC^T-w_0^2\,1$ has no negative eigenvalue. The identities for $u^TMu$, $v^TKv$ and $u^Tv$ are `e1`, `e2` and `e3`, Cauchy-Schwarz is `cs`, and `nlinarith` joins the last two inequalities.

```lean
/-- For positive definite `A + B` and `A - B` with spectral bound `w0 ^ 2`, the overlap of any
two vectors is controlled by their energies in `A + B` and `A - B`. -/
theorem overlap_bound {A B : Matrix n n ℝ} {w0 : ℝ} (hM : (A + B).PosDef)
    (hK : (A - B).PosDef) (h : RPAGap A B w0) (u v : n → ℝ) :
    w0 ^ 2 * (u ⬝ᵥ v) ^ 2 ≤ (u ⬝ᵥ (A + B) *ᵥ u) * (v ⬝ᵥ (A - B) *ᵥ v) := by
  unfold RPAGap at h
  generalize A + B = M at *
  generalize A - B = K at *
  obtain ⟨C, hC⟩ := exists_factor hK
  have hL : Cᵀ * (C * K⁻¹) = 1 := by
    rw [← mul_assoc, ← hC]
    exact mul_nonsing_inv K hK.det_pos.ne'.isUnit
  have hMt : Mᵀ = M := by
    rw [← conjTranspose_eq_transpose_of_trivial]; exact hM.1
  have hN : (C * M * Cᵀ - w0 ^ 2 • (1 : Matrix n n ℝ)).IsHermitian := by
    unfold Matrix.IsHermitian
    rw [conjTranspose_eq_transpose_of_trivial, transpose_sub, transpose_smul, transpose_one,
      transpose_mul, transpose_mul, transpose_transpose, hMt, mul_assoc]
  -- the symmetrised product has the spectrum of `K M`
  have hpsd := hN.posSemidef_iff_eigenvalues_nonneg.mpr (fun j => by
    change (0 : ℝ) ≤ hN.eigenvalues j
    have he := hN.mulVec_eigenvectorBasis j
    have hne : (hN.eigenvectorBasis j).ofLp ≠ 0 := fun h0 =>
      hN.eigenvectorBasis.orthonormal.ne_zero j (by ext i; simpa using congrFun h0 i)
    generalize (hN.eigenvectorBasis j).ofLp = e at he hne
    rw [sub_mulVec, smul_mulVec, one_mulVec] at he
    have hNe : (C * M * Cᵀ) *ᵥ e = (hN.eigenvalues j + w0 ^ 2) • e := by
      rw [add_smul, ← he, sub_add_cancel]
    have := h (hN.eigenvalues j + w0 ^ 2) (Cᵀ *ᵥ e) (fun h0 => hne (by
      rw [← one_mulVec e, ← mul_eq_one_comm.mp hL, ← mulVec_mulVec, h0, mulVec_zero])) (by
      have hx : K * M * Cᵀ = Cᵀ * (C * M * Cᵀ) := by rw [hC]; simp only [mul_assoc]
      rw [mulVec_mulVec, hx, ← mulVec_mulVec, hNe, mulVec_smul])
    linarith)
  obtain ⟨z, hz⟩ : ∃ z, Cᵀ *ᵥ z = u :=
    ⟨(C * K⁻¹) *ᵥ u, by rw [mulVec_mulVec, hL, one_mulVec]⟩
  have hp := hpsd.dotProduct_mulVec_nonneg z
  rw [star_trivial, sub_mulVec, smul_mulVec, one_mulVec, dotProduct_sub, dotProduct_smul,
    smul_eq_mul] at hp
  have e1 := projected_element Cᵀ M z z
  rw [transpose_transpose, hz] at e1
  have e2 : v ⬝ᵥ K *ᵥ v = (C *ᵥ v) ⬝ᵥ (C *ᵥ v) := by
    rw [hC, ← mulVec_mulVec, dotProduct_mulVec, vecMul_transpose]
  have e3 : u ⬝ᵥ v = z ⬝ᵥ (C *ᵥ v) := by
    rw [← hz, mulVec_transpose, dotProduct_mulVec]
  -- Cauchy-Schwarz in the symmetrised coordinates
  have cs : (z ⬝ᵥ (C *ᵥ v)) ^ 2 ≤ (z ⬝ᵥ z) * ((C *ᵥ v) ⬝ᵥ (C *ᵥ v)) := by
    simpa only [dotProduct, pow_two] using
      Finset.sum_mul_sq_le_sq_mul_sq Finset.univ z (C *ᵥ v)
  have hw : 0 ≤ (C *ᵥ v) ⬝ᵥ (C *ᵥ v) :=
    Finset.sum_nonneg fun i _ => mul_self_nonneg _
  rw [e2, e3, ← e1]
  nlinarith [mul_le_mul_of_nonneg_left cs (sq_nonneg w0), mul_nonneg hp hw]
```

## (d) Positive energy in the trial space

**Task.** Show that for every coefficient vector $x\neq0$
$$x^T(P^TMP)x>0.$$

**Solution.** Transposing $P^TQ=1$ gives $Q^TP=1$. If $Px=0$, then $x=Q^TPx=0$, a contradiction. So $Px\neq0$, and by (a) the left-hand side is $(Px)^TM(Px)>0$. The Lean proof has these steps as `hQP` and `hu`, followed by the positivity of `M`.

```lean
omit [DecidableEq n] in
/-- If `M` is positive definite and `P` has a biorthogonal partner `Q`, the projection of `M`
on the columns of `P` has positive energy in every nonzero vector. -/
theorem projected_pos {M : Matrix n n ℝ} (hM : M.PosDef) {P Q : Matrix n k ℝ}
    (hPQ : Pᵀ * Q = 1) {x : k → ℝ} (hx : x ≠ 0) : 0 < x ⬝ᵥ (Pᵀ * M * P) *ᵥ x := by
  have hQP : Qᵀ * P = 1 := by simpa using congrArg transpose hPQ
  have hu : P *ᵥ x ≠ 0 := fun h0 => hx (by
    rw [← one_mulVec x, ← hQP, ← mulVec_mulVec, h0, mulVec_zero])
  rw [projected_element]
  simpa only [star_trivial] using hM.dotProduct_mulVec_pos hu
```

## (e) The subspace bound

**Task.** Let $x\ne0$ satisfy $(Q^TKQ)(P^TMP)x=\mu x$ with real $\mu$. Show that
$$w_0^2\le\mu.$$

**Solution.** Put $y=P^TMPx$, $u=Px$, $v=Qy$ and $s=x^Ty$. By (a) and (d), $s=u^TMu>0$. The eigenvalue equation reads $Q^TKQy=\mu x$, so
$$v^TKv=y^TQ^TKQy=\mu\,y^Tx=\mu s.$$
Biorthogonality gives
$$u^Tv=x^TP^TQy=x^Ty=s.$$
Inserting these in (c) yields $w_0^2s^2\le\mu s^2$, and division by $s^2>0$ gives the bound.

The hypotheses `hM` and `hK` are the stability conditions, `h` is the spectral bound on the full problem and `hPQ` is biorthogonality. In the proof, `generalize` introduces $y$; `hs` is $s>0$, `hv` gives $v^TKv=\mu s$, `ho` gives the overlap, and `hb` is the inequality from (c).

```lean
/-- **Biorthogonal subspace bound.** For positive definite `A + B` and `A - B` with spectral
bound `w0 ^ 2` and `Pᵀ Q = 1`, every real eigenvalue of the reduced product is at least
`w0 ^ 2`. -/
theorem biorthogonal_subspace_bound {A B : Matrix n n ℝ} {w0 : ℝ} (hM : (A + B).PosDef)
    (hK : (A - B).PosDef) (h : RPAGap A B w0) {P Q : Matrix n k ℝ} (hPQ : Pᵀ * Q = 1)
    {μ : ℝ} {x : k → ℝ} (hx : x ≠ 0) (he : reduced A B P Q *ᵥ x = μ • x) :
    w0 ^ 2 ≤ μ := by
  have hs := projected_pos hM hPQ hx
  rw [reduced, ← mulVec_mulVec] at he
  have hu := projected_element P (A + B) x x
  generalize (Pᵀ * (A + B) * P) *ᵥ x = y at *
  have hv := projected_element Q (A - B) y y
  rw [he, dotProduct_smul, smul_eq_mul, dotProduct_comm y x] at hv
  -- biorthogonality preserves the overlap
  have ho : (P *ᵥ x) ⬝ᵥ (Q *ᵥ y) = x ⬝ᵥ y := by
    rw [← vecMul_transpose, ← dotProduct_mulVec, mulVec_mulVec, hPQ, one_mulVec]
  have hb := overlap_bound hM hK h (P *ᵥ x) (Q *ᵥ y)
  rw [ho, ← hu, ← hv] at hb
  exact le_of_mul_le_mul_right (by linarith) (pow_pos hs 2)
```

The theorem takes $\mu$ real. Complex eigenvalues don't arise, by a short argument left here to the reader's pencil: both projected matrices are positive definite, so their product is similar to a symmetric matrix.

For iterative RPA, TDDFT and BSE solvers with finite real matrices and a stable reference, the bound means that, rounding errors aside, a biorthogonal subspace can't produce a squared frequency below the lowest one of the full problem. That the frequencies obtained from the chosen $A$ and $B$ are those of the actual molecule is a separate, physical approximation.

## (f) From squared frequencies to frequencies

**Task.** Let $x\ne0$ and $y$ solve the projected response equations $P^TMPx=\omega y$ and $Q^TKQy=\omega x$ with real $\omega$. Show that
$$w_0\le|\omega|.$$

**Solution.** Inserting the first equation in the second gives
$$(Q^TKQ)(P^TMP)x=\omega\,Q^TKQy=\omega^2x.$$
By (e), $w_0^2\le\omega^2$, hence $w_0\le|w_0|\le|\omega|$. The absolute value is there because response frequencies come in pairs $\pm\omega$. Lean obtains the squared inequality as `hb` and then takes the root.

```lean
/-- For positive definite `A + B` and `A - B` with spectral bound `w0 ^ 2` and `Pᵀ Q = 1`, a
frequency `ω` that solves the two projected response equations with `x ≠ 0` satisfies
`w0 ≤ |ω|`. -/
theorem frequency_bound {A B : Matrix n n ℝ} {w0 : ℝ} (hM : (A + B).PosDef)
    (hK : (A - B).PosDef) (h : RPAGap A B w0) {P Q : Matrix n k ℝ} (hPQ : Pᵀ * Q = 1)
    {ω : ℝ} {x y : k → ℝ} (hx : x ≠ 0) (h1 : (Pᵀ * (A + B) * P) *ᵥ x = ω • y)
    (h2 : (Qᵀ * (A - B) * Q) *ᵥ y = ω • x) : w0 ≤ |ω| := by
  have hb : w0 ^ 2 ≤ ω ^ 2 := biorthogonal_subspace_bound hM hK h hPQ hx (by
    rw [reduced, ← mulVec_mulVec, h1, mulVec_smul, h2, smul_smul, pow_two])
  exact (le_abs_self w0).trans (sq_le_sq.mp hb)
```

## (g) Exact modes give exact frequencies

**Task.** Suppose that the trial vectors solve the full equations, $MP=Q\Omega$ and $KQ=P\Omega$, with $\Omega$ the diagonal matrix of the frequencies $\omega_i$. Show that
$$(Q^TKQ)(P^TMP)=\Omega^2.$$

**Solution.** Biorthogonality gives $P^TMP=P^TQ\Omega=\Omega$ and $Q^TKQ=Q^TP\Omega=\Omega$. Their product is $\Omega^2$. Positivity plays no role, and the Lean proof performs the same substitutions.

```lean
omit [DecidableEq n] in
/-- If the columns of biorthogonal `P` and `Q` solve the full response equations with
frequencies `ω i`, the reduced product is diagonal with entries `ω i ^ 2`. -/
theorem reduced_exact {A B : Matrix n n ℝ} {P Q : Matrix n k ℝ} (hPQ : Pᵀ * Q = 1)
    {ω : k → ℝ} (h1 : (A + B) * P = Q * diagonal ω) (h2 : (A - B) * Q = P * diagonal ω) :
    reduced A B P Q = diagonal (fun i => ω i ^ 2) := by
  have hQP : Qᵀ * P = 1 := by simpa using congrArg transpose hPQ
  rw [reduced, Matrix.mul_assoc Qᵀ, Matrix.mul_assoc Pᵀ, h1, h2, ← Matrix.mul_assoc Qᵀ,
    ← Matrix.mul_assoc Pᵀ, hQP, hPQ, one_mul, diagonal_mul_diagonal]
  simp only [pow_two]
```

## (h) Two excitations that meet the stability, spectral and overlap conditions

**Task.** Take $A=\mathrm{diag}(\tfrac52,\tfrac52)$, $B=\mathrm{diag}(-\tfrac32,\tfrac32)$, $w_0=2$, $P=(1,1)^T$ and $Q=(1,0)^T$. Check stability, the spectral bound and
$$P^TQ=1.$$

**Solution.** Here $M=\mathrm{diag}(1,4)$ and $K=\mathrm{diag}(4,1)$ are positive definite. Their product is $KM=\mathrm{diag}(4,4)$, whose only eigenvalue is $4=w_0^2$. The overlap is $1\cdot1+1\cdot0=1$.

The projected product is $4\cdot5=20$, well above $4$. Scaling $P$ to unit length, $(1,1)^T/\sqrt2$, and $Q$ to $(\sqrt2,0)^T$ keeps both the overlap and this value.

Lean checks the diagonal entries for positivity, and reads the spectral bound off a nonzero component of the eigenvector.

```lean
/-- For `A = diag(5/2, 5/2)` and `B = diag(-3/2, 3/2)`, both `A + B` and `A - B` are positive
definite and `RPAGap` holds with `w0 = 2`. The trial vectors `(1, 1)` and `(1, 0)` have overlap `1`.
-/
theorem biorthogonal_subspace_bound_witness :
    (diagonal ![5/2, 5/2] + diagonal ![-3/2, 3/2] : Matrix (Fin 2) (Fin 2) ℝ).PosDef ∧
    (diagonal ![5/2, 5/2] - diagonal ![-3/2, 3/2] : Matrix (Fin 2) (Fin 2) ℝ).PosDef ∧
    RPAGap (diagonal ![5/2, 5/2] : Matrix (Fin 2) (Fin 2) ℝ) (diagonal ![-3/2, 3/2]) 2 ∧
    (!![1; 1] : Matrix (Fin 2) (Fin 1) ℝ)ᵀ * (!![1; 0] : Matrix (Fin 2) (Fin 1) ℝ) = 1 := by
  refine ⟨?_, ?_, ?_, ?_⟩
  · rw [diagonal_add]
    exact PosDef.diagonal (fun i => by fin_cases i <;> norm_num)
  · rw [diagonal_sub]
    exact PosDef.diagonal (fun i => by fin_cases i <;> norm_num)
  · intro μ x hx he
    obtain ⟨i, hi⟩ := Function.ne_iff.mp hx
    have h := congrFun he i
    rw [diagonal_add, diagonal_sub, diagonal_mul_diagonal, mulVec_diagonal] at h
    have h4 : (4 : ℝ) * x i = μ * x i := by
      rw [← smul_eq_mul μ, ← Pi.smul_apply, ← h]
      fin_cases i <;> norm_num
    have := mul_right_cancel₀ hi h4
    linarith
  · ext i j
    fin_cases i
    fin_cases j
    simp [Matrix.mul_apply, Fin.sum_univ_succ]
```

## (i) Separate normalisation is too weak

**Task.** Keep $A$, $B$ and $w_0$ from (h), but take $P=(1,0)^T$ and $Q=(0,1)^T$. Show that $P^TP=Q^TQ=1$ and
$$(Q^TKQ)(P^TMP)=1.$$

**Solution.** Both vectors have unit length. $P$ picks the entry $1$ of $M$ and $Q$ picks the entry $1$ of $K$, so the product is $1$. Read as a squared frequency, this product would give the frequency $1$, although both full frequencies are $2$.

Here $P^TQ=0$. The example shows that the bound can fail when biorthogonality is replaced by separate normalisation of $P$ and $Q$. Lean evaluates the matrix entries directly.

```lean
/-- For `A = diag(5/2, 5/2)` and `B = diag(-3/2, 3/2)`, the trial vectors `P = (1, 0)` and
`Q = (0, 1)` are separately normalised and give the reduced product `1`. -/
theorem normalisation_not_enough :
    (!![1; 0] : Matrix (Fin 2) (Fin 1) ℝ)ᵀ * (!![1; 0] : Matrix (Fin 2) (Fin 1) ℝ) = 1 ∧
    (!![0; 1] : Matrix (Fin 2) (Fin 1) ℝ)ᵀ * (!![0; 1] : Matrix (Fin 2) (Fin 1) ℝ) = 1 ∧
    reduced (n := Fin 2) (k := Fin 1) (diagonal ![5/2, 5/2]) (diagonal ![-3/2, 3/2])
      !![1; 0] !![0; 1] = 1 := by
  refine ⟨?_, ?_, ?_⟩ <;> ext i j <;> fin_cases i <;> fin_cases j <;>
    norm_num [reduced, Matrix.mul_apply, Fin.sum_univ_succ, diagonal_apply]

end

end BiorthogonalRPA
```

```lean
#print axioms BiorthogonalRPA.frequency_bound
#print axioms BiorthogonalRPA.reduced_exact
#print axioms BiorthogonalRPA.normalisation_not_enough
```

```
'BiorthogonalRPA.frequency_bound' depends on axioms: [propext, Classical.choice, Quot.sound]
'BiorthogonalRPA.reduced_exact' depends on axioms: [propext, Classical.choice, Quot.sound]
'BiorthogonalRPA.normalisation_not_enough' depends on axioms: [propext, Classical.choice, Quot.sound]
```
